# No additive assignment of eigenvalues to all observables of a finite quantum system with two or more levels

## Can individual values add up the way averages do?

Without a theorem that forbids it, I can carry the additivity of quantum averages over to individual systems and end up predicting outcomes that no measurement gives. A spin with $\sigma_z = 1$ and $\sigma_x = 1$ would have $\sigma_z + \sigma_x = 2$, but the eigenvalues of that sum are $\pm\sqrt2$. Von Neumann's linearity argument says that the trouble is general: for $n \ge 2$, no real-linear function on the Hermitian $n \times n$ matrices always returns an eigenvalue of its argument. I would like to see this made rigorous for every finite $n$, with a proof checked by machine. Does it also show that every state has non-zero dispersion in at least one observable?

## Two levels are enough for a contradiction

The claim can be proved for every finite $n \ge 2$, and a variant of the argument shows that every state has non-zero dispersion in at least one observable. Additivity alone suffices in place of real linearity. Suppose that $v$ assigns to every Hermitian matrix $A$ one of its eigenvalues, and that $v(A+B) = v(A) + v(B)$ for all Hermitian $A$ and $B$, commuting or not.

**One level is occupied.** Let $P_k = |k\rangle\langle k|$ be the projectors of an orthonormal basis. Each $P_k$ has only the eigenvalues 0 and 1, and the identity has only the eigenvalue 1. Since $\sum_k P_k = 1$, additivity gives $\sum_k v(P_k) = 1$. Hence exactly one projector, say $P_i$, has value 1, and all the others have value 0.

**A second level brings in a coherence.** Choose $j \ne i$ and set

$$Z = P_i - P_j, \qquad X = |i\rangle\langle j| + |j\rangle\langle i|, \qquad Q = P_i + P_j .$$

Additivity gives $v(Z) = 1 - 0 = 1$. Write $a = v(X)$. Direct multiplication gives $Z^2 = X^2 = Q$ and

$$ZX = |i\rangle\langle j| - |j\rangle\langle i| = -XZ .$$

For $T = Z \pm X$ the cross terms therefore cancel, and $T^2 = 2Q$. Because $T$ acts only within the two levels, $QT = T$, so $T^3 = 2T$. Applied to an eigenvector, this says that every eigenvalue $r$ of $T$ satisfies $r^3 = 2r$.

**The two values are incompatible.** By additivity the values of $Z + X$ and $Z - X$ are $1 + a$ and $1 - a$, so

$$(1+a)^3 = 2(1+a), \qquad (1-a)^3 = 2(1-a).$$

Half the sum of these equations is $1 + 3a^2 = 2$, so $3a^2 = 1$. Half their difference is $3a + a^3 = 2a$, so $a(1 + a^2) = 0$ and $a = 0$. Both cannot be true.

### Zero dispersion fails in the same way

Now replace the eigenvalue rule by $v(A^2) = v(A)^2$ and $v(1) = 1$. The first condition says that the observable shows no statistical spread; the second is normalisation, since the trivial observable 1 always yields 1. From $P_k^2 = P_k$ it follows that $v(P_k)$ is 0 or 1, so again one level $i$ is occupied, and $v(Z) = v(Q) = 1$. Then $X^2 = Q$ gives $a^2 = 1$, while $(Z+X)^2 = 2Q$ gives $(1+a)^2 = 2$. Subtracting the first from the second leaves $1 + 2a = 1$, so $a = 0$, which contradicts $a^2 = 1$.

The average $\mathrm{Re}\,\mathrm{tr}(\rho A)$ is additive and normalised when $\mathrm{tr}\,\rho = 1$. Every density operator therefore has an observable with non-zero dispersion.

### How the Lean statements express this

The levels are the elements of a finite type `n`, and `[Nontrivial n]` says that there are at least two. An observable is a matrix with `A.IsHermitian`. The assignment `v` is a function on all complex matrices, but `IsAdditive` and the other hypotheses constrain it only on Hermitian ones. `IsEigenvalue A r` asks for a non-zero vector $x$, not necessarily normalised, with $Ax = rx$ and $r$ real.

- `no_additive_eigenvalue_assignment` is the main claim. A real-linear functional is in particular additive, so it is excluded too.
- `additive_eigenvalue_assignment_iff` says that such an assignment exists exactly in dimension one, where the single matrix entry serves as the value.
- `no_dispersion_free_assignment` is the version with zero dispersion.
- `exists_observable_with_dispersion` needs only unit trace of `ρ`, not positivity. `expectation` takes the real part of the trace, which changes nothing for a density operator and a Hermitian `A`.

For quantum systems with finitely many levels, and at least two, the result excludes hidden-variable models whose individual values are eigenvalues and are additive even for non-commuting observables. For non-commuting observables, quantum mechanics demands additivity of averages only. Models that give it up for the individual values of such observables are therefore not excluded by this result, and the argument is not a general proof against hidden variables. Nor do the theorems derive the trace formula for averages; `expectation` is defined by it. Infinite-dimensional systems are not treated.

```lean
import Mathlib

open Matrix

namespace VonNeumannLinearity

noncomputable section

variable {n : Type*} [Fintype n]

/-- The real number `r` is an eigenvalue of `A`: some non-zero vector `x` has `A x = r x`. -/
def IsEigenvalue (A : Matrix n n ℂ) (r : ℝ) : Prop :=
  ∃ x : n → ℂ, x ≠ 0 ∧ A *ᵥ x = (r : ℂ) • x

/-- A value assignment is additive if the value of a sum of two observables, commuting or not,
is the sum of their values. -/
def IsAdditive (v : Matrix n n ℂ → ℝ) : Prop :=
  ∀ A B : Matrix n n ℂ, A.IsHermitian → B.IsHermitian → v (A + B) = v A + v B

/-- The expectation value `Re tr (ρ A)`. -/
def expectation (ρ A : Matrix n n ℂ) : ℝ := (trace (ρ * A)).re

/-- An eigenvalue `r` of a matrix with `A³ = 2A` satisfies `r³ = 2r`. -/
theorem eigenvalue_cube {A : Matrix n n ℂ} {r : ℝ} (h : IsEigenvalue A r)
    (hA : A * A * A = A + A) : r ^ 3 = 2 * r := by
  obtain ⟨x, hx0, hx⟩ := h
  have h1 := congrArg (fun M => M *ᵥ x) hA
  simp only [← Matrix.mulVec_mulVec, Matrix.add_mulVec, hx, Matrix.mulVec_smul, smul_smul,
    ← add_smul] at h1
  have h2 := smul_left_injective ℂ hx0 h1
  have h3 : (r : ℂ) ^ 3 = 2 * r := by linear_combination h2
  exact_mod_cast h3

/-- An eigenvalue of an idempotent matrix is 0 or 1. -/
theorem eigenvalue_idempotent {A : Matrix n n ℂ} {r : ℝ} (h : IsEigenvalue A r)
    (hA : A * A = A) : r = 0 ∨ r = 1 := by
  obtain ⟨x, hx0, hx⟩ := h
  have h1 := congrArg (fun M => M *ᵥ x) hA
  simp only [← Matrix.mulVec_mulVec, hx, Matrix.mulVec_smul, smul_smul] at h1
  have h2 := smul_left_injective ℂ hx0 h1
  have h3 : r * r = r := by exact_mod_cast h2
  have h4 : r * (r - 1) = 0 := by linear_combination h3
  rcases mul_eq_zero.mp h4 with h5 | h5
  · exact Or.inl h5
  · exact Or.inr (by linarith)

variable [DecidableEq n]

/-- The operator `|i⟩⟨j|` between two basis states. -/
def ketbra (i j : n) : Matrix n n ℂ := Matrix.single i j 1

/-- The population difference `|i⟩⟨i| - |j⟩⟨j|` of two levels. -/
def popDiff (i j : n) : Matrix n n ℂ := ketbra i i - ketbra j j

/-- The coherence `|i⟩⟨j| + |j⟩⟨i|` of two levels. -/
def coherence (i j : n) : Matrix n n ℂ := ketbra i j + ketbra j i

private lemma ketbra_mul (i j k l : n) :
    ketbra i j * ketbra k l = if j = k then ketbra i l else 0 := by
  unfold ketbra
  by_cases h : j = k
  · subst h
    simp
  · simp [h]

omit [Fintype n] in
private lemma ketbra_adj (i j : n) : (ketbra i j)ᴴ = ketbra j i := by
  ext a b
  by_cases h1 : i = b <;> by_cases h2 : j = a <;>
    simp [ketbra, Matrix.conjTranspose_apply, h1, h2]

omit [Fintype n] in
private lemma proj_herm (i : n) : (ketbra i i).IsHermitian := ketbra_adj i i

omit [Fintype n] in
private lemma coherence_herm (i j : n) : (coherence i j).IsHermitian := by
  change (ketbra i j + ketbra j i)ᴴ = ketbra i j + ketbra j i
  rw [Matrix.conjTranspose_add, ketbra_adj, ketbra_adj, add_comm]

private lemma sum_proj : ∑ k : n, ketbra k k = 1 := by
  ext a b
  rw [Matrix.sum_apply]
  by_cases h : a = b
  · subst h
    simp [ketbra, Matrix.single_apply]
  · rw [Matrix.one_apply_ne h]
    refine Finset.sum_eq_zero fun k _ => ?_
    rw [ketbra, Matrix.single_apply, if_neg]
    exact fun hk => h (hk.1.symm.trans hk.2)

omit [Fintype n] [DecidableEq n] in
private lemma IsAdditive.sub {v : Matrix n n ℂ → ℝ} (hv : IsAdditive v) {A B : Matrix n n ℂ}
    (hA : A.IsHermitian) (hB : B.IsHermitian) : v (A - B) = v A - v B := by
  have h := hv (A - B) B (hA.sub hB) hB
  rw [sub_add_cancel] at h
  linarith

omit [Fintype n] in
private lemma IsAdditive.sum_proj {v : Matrix n n ℂ → ℝ} (hv : IsAdditive v) (s : Finset n) :
    v (∑ k ∈ s, ketbra k k) = ∑ k ∈ s, v (ketbra k k) := by
  induction s using Finset.induction_on with
  | empty =>
    have h := hv 0 0 Matrix.isHermitian_zero Matrix.isHermitian_zero
    rw [add_zero] at h
    simp only [Finset.sum_empty]
    linarith
  | insert a s ha ih =>
    have hs : (∑ k ∈ s, ketbra k k).IsHermitian := by
      change (∑ k ∈ s, ketbra k k)ᴴ = _
      rw [Matrix.conjTranspose_sum]
      simp only [ketbra_adj]
    rw [Finset.sum_insert ha, Finset.sum_insert ha, hv _ _ (proj_herm a) hs, ih]

/-- If an additive assignment gives the identity the value 1 and each basis projector the value
0 or 1, then one basis projector has value 1 and all others have value 0. -/
theorem exists_occupied_level {v : Matrix n n ℂ → ℝ} (hv : IsAdditive v) (h1 : v 1 = 1)
    (hP : ∀ k, v (ketbra k k) = 0 ∨ v (ketbra k k) = 1) :
    ∃ i, v (ketbra i i) = 1 ∧ ∀ j, j ≠ i → v (ketbra j j) = 0 := by
  have hsum : ∑ k, v (ketbra k k) = 1 := by
    rw [← hv.sum_proj, VonNeumannLinearity.sum_proj, h1]
  have hex : ∃ i, v (ketbra i i) = 1 := by
    by_contra hne
    have h0 : ∑ k, v (ketbra k k) = 0 :=
      Finset.sum_eq_zero fun k _ => (hP k).resolve_right fun hk => hne ⟨k, hk⟩
    linarith
  obtain ⟨i, hi⟩ := hex
  refine ⟨i, hi, fun j hj => (hP j).resolve_right fun hj1 => ?_⟩
  -- two occupied levels would push the total above 1
  have hsplit := Finset.add_sum_erase Finset.univ (fun k => v (ketbra k k)) (Finset.mem_univ i)
  have hle : v (ketbra j j) ≤ ∑ k ∈ Finset.univ.erase i, v (ketbra k k) :=
    Finset.single_le_sum (f := fun k => v (ketbra k k))
      (fun k _ => by rcases hP k with h | h <;> simp [h])
      (Finset.mem_erase.mpr ⟨hj, Finset.mem_univ j⟩)

  linarith

/-- With at least two levels, no additive value assignment gives every observable one of its
eigenvalues. -/
theorem no_additive_eigenvalue_assignment [Nontrivial n] :
    ¬ ∃ v : Matrix n n ℂ → ℝ, IsAdditive v ∧
      ∀ A : Matrix n n ℂ, A.IsHermitian → IsEigenvalue A (v A) := by
  rintro ⟨v, hv, he⟩
  have h1 : v 1 = 1 := by
    obtain ⟨x, hx0, hx⟩ := he 1 Matrix.isHermitian_one
    have h : ((v 1 : ℝ) : ℂ) • x = (1 : ℂ) • x := by
      rw [← hx, Matrix.one_mulVec, one_smul]
    exact_mod_cast smul_left_injective ℂ hx0 h
  obtain ⟨i, hi, hrest⟩ := exists_occupied_level hv h1 fun k =>
    eigenvalue_idempotent (he _ (proj_herm k)) (by simp [ketbra_mul])
  obtain ⟨j, hj⟩ := exists_ne i
  have hZ : (popDiff i j).IsHermitian := (proj_herm i).sub (proj_herm j)
  have hX := coherence_herm i j
  have hz : v (popDiff i j) = 1 := by
    rw [popDiff, hv.sub (proj_herm i) (proj_herm j), hi, hrest j hj, sub_zero]
  -- both combinations Z + X and Z - X satisfy T³ = 2T
  have hp := eigenvalue_cube (he _ (hZ.add hX)) (by
    simp only [popDiff, coherence, mul_add, add_mul, mul_sub, sub_mul, ketbra_mul, hj, hj.symm,
      ↓reduceIte, zero_mul]
    abel)
  have hm := eigenvalue_cube (he _ (hZ.sub hX)) (by
    simp only [popDiff, coherence, mul_add, add_mul, mul_sub, sub_mul, ketbra_mul, hj, hj.symm,
      ↓reduceIte, zero_mul]
    abel)
  rw [hv _ _ hZ hX, hz] at hp
  rw [hv.sub hZ hX, hz] at hm
  -- the sum of the two cubic equations forces a² = 1/3, the difference forces a = 0
  have hsq : 3 * v (coherence i j) ^ 2 = 1 := by linear_combination (hp + hm) / 2
  have hodd : v (coherence i j) * (1 + v (coherence i j) ^ 2) = 0 := by
    linear_combination (hp - hm) / 2
  rcases mul_eq_zero.mp hodd with h | h
  · rw [h] at hsq
    norm_num at hsq
  · nlinarith [sq_nonneg (v (coherence i j))]

/-- An additive assignment of eigenvalues to all observables exists exactly when the state space
has dimension one. -/
theorem additive_eigenvalue_assignment_iff :
    (∃ v : Matrix n n ℂ → ℝ, IsAdditive v ∧
      ∀ A : Matrix n n ℂ, A.IsHermitian → IsEigenvalue A (v A)) ↔ Fintype.card n = 1 := by
  rw [Fintype.card_eq_one_iff]
  constructor
  · rintro ⟨v, hv, he⟩
    obtain ⟨x, hx0, -⟩ := he 0 Matrix.isHermitian_zero
    obtain ⟨k, -⟩ := Function.ne_iff.mp hx0
    refine ⟨k, fun y => ?_⟩
    by_contra hy
    have : Nontrivial n := ⟨⟨y, k, hy⟩⟩
    exact no_additive_eigenvalue_assignment ⟨v, hv, he⟩
  · rintro ⟨k, hk⟩
    -- a one-by-one matrix has its single entry as eigenvalue
    refine ⟨fun A => (A k k).re, fun A B _ _ => by simp, fun A hA => ⟨fun _ => 1, ?_, ?_⟩⟩
    · exact fun h => one_ne_zero (congrFun h k)
    · ext i
      rw [hk i]
      have hre : (((A k k).re : ℝ) : ℂ) = A k k := Complex.conj_eq_iff_re.mp (hA.apply k k)
      have hs : ∑ j, A k j = A k k :=
        Fintype.sum_eq_single k fun j hj => absurd (hk j) hj
      simp [Matrix.mulVec, dotProduct, hs, hre]

/-- With at least two levels, no additive assignment with `v 1 = 1` is dispersion-free, that is,
satisfies `v (A²) = (v A)²` for every observable. -/
theorem no_dispersion_free_assignment [Nontrivial n] :
    ¬ ∃ v : Matrix n n ℂ → ℝ, IsAdditive v ∧ v 1 = 1 ∧
      ∀ A : Matrix n n ℂ, A.IsHermitian → v (A * A) = v A ^ 2 := by
  rintro ⟨v, hv, h1, hd⟩
  obtain ⟨i, hi, hrest⟩ := exists_occupied_level hv h1 fun k => by
    have h := hd _ (proj_herm k)
    rw [ketbra_mul, if_pos rfl] at h
    have h' : v (ketbra k k) * (v (ketbra k k) - 1) = 0 := by linear_combination -h
    rcases mul_eq_zero.mp h' with h0 | h0
    · exact Or.inl h0
    · exact Or.inr (by linarith)
  obtain ⟨j, hj⟩ := exists_ne i
  have hZ : (popDiff i j).IsHermitian := (proj_herm i).sub (proj_herm j)
  have hX := coherence_herm i j
  have hQ := (proj_herm i).add (proj_herm j)
  have hz : v (popDiff i j) = 1 := by
    rw [popDiff, hv.sub (proj_herm i) (proj_herm j), hi, hrest j hj, sub_zero]
  have hq : v (ketbra i i + ketbra j j) = 1 := by
    rw [hv _ _ (proj_herm i) (proj_herm j), hi, hrest j hj, add_zero]
  -- X² = Q and (Z + X)² = 2Q, with Q the projector on the two levels
  have hXX : coherence i j * coherence i j = ketbra i i + ketbra j j := by
    simp only [coherence, mul_add, add_mul, ketbra_mul, hj, hj.symm, ↓reduceIte]
    abel
  have hTT : (popDiff i j + coherence i j) * (popDiff i j + coherence i j) =
      (ketbra i i + ketbra j j) + (ketbra i i + ketbra j j) := by
    simp only [popDiff, coherence, mul_add, add_mul, mul_sub, sub_mul, ketbra_mul, hj, hj.symm,
      ↓reduceIte]
    abel
  have hx := hd _ hX
  have ht := hd _ (hZ.add hX)
  rw [hXX, hq] at hx
  rw [hTT, hv _ _ hQ hQ, hq, hv _ _ hZ hX, hz] at ht
  have h0 : v (coherence i j) = 0 := by linear_combination (hx - ht) / 2
  rw [h0] at hx
  norm_num at hx

/-- With at least two levels, for every `ρ` of unit trace, some observable has non-zero dispersion.
-/
theorem exists_observable_with_dispersion [Nontrivial n] (ρ : Matrix n n ℂ)
    (hρ : trace ρ = 1) :
    ∃ A : Matrix n n ℂ, A.IsHermitian ∧ expectation ρ (A * A) ≠ expectation ρ A ^ 2 := by
  by_contra hne
  refine no_dispersion_free_assignment (n := n) ⟨expectation ρ, fun A B _ _ => ?_, ?_, ?_⟩
  · simp [expectation, Matrix.mul_add, Matrix.trace_add]
  · simp [expectation, hρ]
  · intro A hA
    by_contra h
    exact hne ⟨A, hA, h⟩

end

end VonNeumannLinearity
```

```lean
#print axioms VonNeumannLinearity.no_additive_eigenvalue_assignment
#print axioms VonNeumannLinearity.additive_eigenvalue_assignment_iff
#print axioms VonNeumannLinearity.exists_observable_with_dispersion
```

```
'VonNeumannLinearity.no_additive_eigenvalue_assignment' depends on axioms: [propext, Classical.choice, Quot.sound]
'VonNeumannLinearity.additive_eigenvalue_assignment_iff' depends on axioms: [propext, Classical.choice, Quot.sound]
'VonNeumannLinearity.exists_observable_with_dispersion' depends on axioms: [propext, Classical.choice, Quot.sound]
```

### How the proof follows the algebra

`eigenvalue_cube` and `eigenvalue_idempotent` apply a matrix identity to an eigenvector and cancel the non-zero vector with `smul_left_injective`. This turns $T^3 = 2T$ into $r^3 = 2r$, and $P^2 = P$ into $r = 0$ or $r = 1$.

`ketbra_mul` is the multiplication table $|i\rangle\langle j|k\rangle\langle l| = \delta_{jk}|i\rangle\langle l|$. The lemmas `ketbra_adj`, `proj_herm` and `coherence_herm` establish that the matrices in use are observables. `IsAdditive.sub` extends additivity to differences, and `IsAdditive.sum_proj` extends it to sums of projectors by induction.

`exists_occupied_level` finds the level $i$. If no projector had value 1, the total would be 0; if a second one did, the total would exceed 1. Both main theorems use this lemma.

In the main theorem, `popDiff i j` is $Z$ and `coherence i j` is $X$. For each sign, `simp only` expands $T^3$ with the multiplication table and `abel` collects the terms. The resulting cubic equations are `hp` and `hm`. Two `linear_combination` steps take half their sum and half their difference, and `nlinarith` rules out $1 + a^2 = 0$.

The dispersion theorem obtains $X^2 = Q$ and $(Z+X)^2 = 2Q$ in the same manner, as `hXX` and `hTT`. The last theorem assumes that no observable has dispersion and passes `expectation ρ` to it as the forbidden assignment.
